# Rejected moves rescale the time step of a symmetric random walk with even acceptance

## By how much does rejection slow down diffusion?

Let \(q\) be a finite probability distribution of steps \(d\) on the real line, symmetric under \(d\to-d\) and not concentrated at \(0\). In each move, which carries a nominal time step \(\tau\), I draw \(d\) from \(q\) independently of the past and accept it with a probability \(A(d)\) that is an even function of the step, \(A(-d)=A(d)\). If it is rejected, the walker stays where it is and the move still counts.

After \(n\) moves the mean squared displacement should be \(n\sum_d q(d)A(d)d^2\). Equivalently, it should be \(n\,\tau_{\rm eff}/\tau\) times the proposed single-step value \(\sum_d q(d)d^2\), with an effective time step \(\tau_{\rm eff}\) that accounts for the rejections. I would like to see this derived rigorously and checked by machine, including what fixes \(\tau_{\rm eff}\) and when it equals \(\tau\).

## One move as an averaging operator

The argument works in any real inner product space \(E\). The line is one case; another is \(\mathbb R^{3N}\), where \(d\) displaces all \(N\) electrons at once and is accepted or rejected as a whole. For an observable \(f\), define its mean after one move from \(y\) by

\[
(Tf)(y)=\sum_d q(d)\bigl[A(d)f(y+d)+(1-A(d))f(y)\bigr].
\]

Since the moves are independent and follow the same rule, \((T^nf)(x)\) is the mean of \(f\) after \(n\) moves from \(x\). The mean squared displacement \(M_n\) is this quantity for \(f(y)=|y-x|^2\). Three single-move averages are needed:

\[
b=\sum_d q(d)A(d)\,d,\qquad a=\sum_d q(d)A(d)|d|^2,\qquad p=\sum_d q(d)|d|^2 .
\]

They are the drift per move, the mean squared displacement per move with rejections included, and its proposed value. The effective time step is \(\tau_{\rm eff}=\tau a/p\).

## From one move to \(n\) moves

Take a quadratic observable \(f(z)=|z-x|^2+k\langle z-x,v\rangle+c\), with real numbers \(k,c\) and a vector \(v\). A step changes it by

\[
f(y+d)-f(y)=2\langle y-x,d\rangle+|d|^2+k\langle v,d\rangle .
\]

Because the probabilities sum to one, \((Tf)(y)=f(y)+\sum_d q(d)A(d)[f(y+d)-f(y)]\), and therefore

\[
(Tf)(y)=f(y)+2\langle y-x,b\rangle+a+k\langle v,b\rangle .
\]

Starting from \(|y-x|^2\), induction gives the observable after \(n\) applications of \(T\):

\[
|y-x|^2+2n\langle y-x,b\rangle+na+n(n-1)|b|^2 .
\]

For \(n=0\) this is the starting function. For the next application, set \(v=b\) and \(k=2n\): the linear term gains \(2\langle y-x,b\rangle\), and the constant gains \(a+2n|b|^2\). Since \(n(n-1)+2n=(n+1)n\), the form is reproduced with \(n+1\) in place of \(n\). At \(y=x\),

\[
M_n=na+n(n-1)|b|^2 .
\]

Now use the symmetry. Replacing \(d\) by \(-d\) in the sum for \(b\) leaves \(q\) and \(A\) unchanged and reverses the vector, so \(b=-b\) and \(b=0\). Hence \(M_n=na\), which is the first claim.

If some nonzero step has nonzero probability, then \(p>0\). For \(n\ge1\) and \(\tau\neq0\), the equation \(na=n(t/\tau)p\) is equivalent to \(a=(t/\tau)p\), and so to \(t=\tau a/p=\tau_{\rm eff}\). If only the zero step could occur, both sides would vanish for every \(t\), and the displacement would determine no time step.

## When the effective step equals the nominal one

For \(0\le A\le1\) on the proposed steps, \(0\le a\le p\), so \(0\le\tau_{\rm eff}\le\tau\) when \(\tau\ge0\). The difference

\[
p-a=\sum_d q(d)(1-A(d))|d|^2
\]

is a sum of nonnegative terms. It vanishes exactly when each term does, that is, when every nonzero step of nonzero probability is accepted with certainty. For \(\tau\ne0\) this is the condition for \(\tau_{\rm eff}=\tau\).

The ratio \(a/p\) weights each step by its squared length, so it generally differs from the mean acceptance. Take the steps \(\pm1,\pm2\) with probability \(1/4\) each and \(A(d)=(5-d^2)/4\), which is \(1\) for the short steps and \(1/4\) for the long ones. Then \(a=1\) and \(p=5/2\), so \(\tau_{\rm eff}=2\tau/5\), while the mean acceptance is \(5/8\).

## The Lean file

```lean
import Mathlib

open scoped InnerProductSpace

namespace EffectiveTimeStep

noncomputable section

/-- A finite probability distribution of proposed displacements. -/
structure Proposal (E : Type*) where
  /-- The displacements that can be proposed. -/
  steps : Finset E
  /-- The probability of each displacement. -/
  prob : E → ℝ
  nonneg : ∀ d ∈ steps, 0 ≤ prob d
  sum_one : ∑ d ∈ steps, prob d = 1

variable {E : Type*} [NormedAddCommGroup E] [InnerProductSpace ℝ E]

/-- Opposite displacements are proposed with equal probability. -/
def IsSymmetric (P : Proposal E) : Prop :=
  ∀ d ∈ P.steps, -d ∈ P.steps ∧ P.prob (-d) = P.prob d

/-- Some nonzero displacement is proposed with nonzero probability. -/
def IsNondegenerate (P : Proposal E) : Prop :=
  ∃ d ∈ P.steps, P.prob d ≠ 0 ∧ d ≠ 0

/-- Mean of the observable `f` after one move from `x`: the step `d` is accepted with
probability `A d`, and otherwise the walker stays at `x`. -/
def stepMean (P : Proposal E) (A : E → ℝ) (f : E → ℝ) (x : E) : ℝ :=
  ∑ d ∈ P.steps, P.prob d * (A d * f (x + d) + (1 - A d) * f x)

/-- Mean squared displacement after `n` independent moves of a walker started at `x`. -/
def msd (P : Proposal E) (A : E → ℝ) (n : ℕ) (x : E) : ℝ :=
  (stepMean P A)^[n] (fun y => ‖y - x‖ ^ 2) x

/-- Mean displacement in one move, rejections included. -/
def drift (P : Proposal E) (A : E → ℝ) : E :=
  ∑ d ∈ P.steps, (P.prob d * A d) • d

/-- Mean squared displacement in one move, rejections included. -/
def acceptedSq (P : Proposal E) (A : E → ℝ) : ℝ :=
  ∑ d ∈ P.steps, P.prob d * A d * ‖d‖ ^ 2

/-- Mean square of the proposed displacement. -/
def proposedSq (P : Proposal E) : ℝ :=
  ∑ d ∈ P.steps, P.prob d * ‖d‖ ^ 2

/-- The effective time step: `τ` times the ratio of accepted to proposed mean squared
displacement. -/
def tauEff (P : Proposal E) (A : E → ℝ) (τ : ℝ) : ℝ :=
  τ * (acceptedSq P A / proposedSq P)

/-- The action of one Monte Carlo move on a quadratic observable. -/
theorem stepMean_quadratic (P : Proposal E) (A : E → ℝ) (x y v : E) (k c : ℝ) :
    stepMean P A (fun z => ‖z - x‖ ^ 2 + k * ⟪z - x, v⟫_ℝ + c) y =
      ‖y - x‖ ^ 2 + k * ⟪y - x, v⟫_ℝ + c + 2 * ⟪y - x, drift P A⟫_ℝ
        + acceptedSq P A + k * ⟪v, drift P A⟫_ℝ := by
  have hin : ∀ w : E, ∑ d ∈ P.steps, P.prob d * A d * ⟪w, d⟫_ℝ = ⟪w, drift P A⟫_ℝ := by
    intro w
    simp only [drift, inner_sum, inner_smul_right]
  calc stepMean P A (fun z => ‖z - x‖ ^ 2 + k * ⟪z - x, v⟫_ℝ + c) y
      = ∑ d ∈ P.steps, (P.prob d * (‖y - x‖ ^ 2 + k * ⟪y - x, v⟫_ℝ + c)
          + 2 * (P.prob d * A d * ⟪y - x, d⟫_ℝ) + P.prob d * A d * ‖d‖ ^ 2
          + k * (P.prob d * A d * ⟪v, d⟫_ℝ)) := by
        unfold stepMean
        refine Finset.sum_congr rfl fun d _ => ?_
        -- expand the square about the old position
        have e : y + d - x = (y - x) + d := by abel
        have h : ⟪d, v⟫_ℝ = ⟪v, d⟫_ℝ := real_inner_comm v d
        simp only [e, norm_add_sq_real, inner_add_left, h]
        ring
    _ = _ := by
        rw [Finset.sum_add_distrib, Finset.sum_add_distrib, Finset.sum_add_distrib,
          ← Finset.sum_mul, ← Finset.mul_sum, ← Finset.mul_sum, P.sum_one, hin, hin]
        unfold acceptedSq
        ring

/-- For any proposal, the mean squared displacement is a diffusive part linear in `n` plus
`n (n - 1)` times the squared drift per move. -/
theorem msd_eq_diffusion_add_drift (P : Proposal E) (A : E → ℝ) (n : ℕ) (x : E) :
    msd P A n x = n * acceptedSq P A + n * (n - 1) * ‖drift P A‖ ^ 2 := by
  have key : (stepMean P A)^[n] (fun y => ‖y - x‖ ^ 2) =
      fun y => ‖y - x‖ ^ 2 + (2 * (n : ℝ)) * ⟪y - x, drift P A⟫_ℝ
        + (n * acceptedSq P A + n * (n - 1) * ‖drift P A‖ ^ 2) := by
    induction n with
    | zero => funext y; simp
    | succ n ih =>
      rw [Function.iterate_succ_apply', ih]
      funext y
      rw [stepMean_quadratic, real_inner_self_eq_norm_sq]
      push_cast
      ring
  unfold msd
  rw [key]
  simp only [sub_self, norm_zero, inner_zero_left]
  ring

/-- A symmetric proposal with even acceptance has no drift. -/
theorem drift_eq_zero (P : Proposal E) (A : E → ℝ) (hP : IsSymmetric P)
    (hA : ∀ d, A (-d) = A d) : drift P A = 0 := by
  -- the substitution d ↦ -d turns the drift into its negative
  have h : drift P A = -drift P A := by
    unfold drift
    rw [← Finset.sum_neg_distrib]
    refine Finset.sum_nbij' (fun d => -d) (fun d => -d) (fun d hd => (hP d hd).1)
      (fun d hd => (hP d hd).1) (fun d _ => neg_neg d) (fun d _ => neg_neg d) ?_
    intro d hd
    simp only [(hP d hd).2, hA, smul_neg, neg_neg]
  linear_combination (norm := module) (1 / 2 : ℝ) • h

/-- For a symmetric proposal with even acceptance, the mean squared displacement after `n`
moves is `n` times the accepted single-move value. -/
theorem msd_eq_of_symmetric (P : Proposal E) (A : E → ℝ) (hP : IsSymmetric P)
    (hA : ∀ d, A (-d) = A d) (n : ℕ) (x : E) : msd P A n x = n * acceptedSq P A := by
  rw [msd_eq_diffusion_add_drift, drift_eq_zero P A hP hA, norm_zero]
  ring

omit [InnerProductSpace ℝ E] in
/-- A nondegenerate proposal has positive mean squared displacement. -/
theorem proposedSq_pos (P : Proposal E) (h : IsNondegenerate P) : 0 < proposedSq P := by
  obtain ⟨d, hd, hq, h0⟩ := h
  refine Finset.sum_pos' (fun e he => mul_nonneg (P.nonneg e he) (sq_nonneg _)) ⟨d, hd, ?_⟩
  exact mul_pos (lt_of_le_of_ne (P.nonneg d hd) (Ne.symm hq)) (pow_pos (norm_pos_iff.mpr h0) 2)

/-- For a symmetric, nondegenerate proposal with even acceptance and `τ ≠ 0`, the mean squared
displacement after `n ≥ 1` moves equals `n (t / τ)` times the proposed single-step value exactly
when `t` is the effective time step. -/
theorem msd_eq_iff_tauEff (P : Proposal E) (A : E → ℝ) (hP : IsSymmetric P)
    (hA : ∀ d, A (-d) = A d) (hne : IsNondegenerate P) {τ : ℝ} (hτ : τ ≠ 0)
    {n : ℕ} (hn : n ≠ 0) (x : E) (t : ℝ) :
    msd P A n x = n * (t / τ) * proposedSq P ↔ t = tauEff P A τ := by
  have hp : proposedSq P ≠ 0 := (proposedSq_pos P hne).ne'
  have hn' : (n : ℝ) ≠ 0 := Nat.cast_ne_zero.mpr hn
  rw [msd_eq_of_symmetric P A hP hA, tauEff]
  constructor
  · intro h
    have h1 : acceptedSq P A = t / τ * proposedSq P :=
      mul_left_cancel₀ hn' (by rw [h]; ring)
    rw [h1]
    field_simp
  · intro h
    rw [h]
    field_simp

omit [InnerProductSpace ℝ E] in
/-- With acceptance probabilities between 0 and 1, the effective time step lies between 0
and the nominal one. -/
theorem tauEff_mem_Icc (P : Proposal E) (A : E → ℝ)
    (hA : ∀ d ∈ P.steps, 0 ≤ A d ∧ A d ≤ 1) {τ : ℝ} (hτ : 0 ≤ τ) :
    0 ≤ tauEff P A τ ∧ tauEff P A τ ≤ τ := by
  have ha : 0 ≤ acceptedSq P A := Finset.sum_nonneg fun d hd =>
    mul_nonneg (mul_nonneg (P.nonneg d hd) (hA d hd).1) (sq_nonneg _)
  have hle : acceptedSq P A ≤ proposedSq P := Finset.sum_le_sum fun d hd =>
    mul_le_mul_of_nonneg_right (mul_le_of_le_one_right (P.nonneg d hd) (hA d hd).2)
      (sq_nonneg _)
  have hp := ha.trans hle
  exact ⟨mul_nonneg hτ (div_nonneg ha hp),
    mul_le_of_le_one_right hτ (div_le_one_of_le₀ hle hp)⟩

omit [InnerProductSpace ℝ E] in
/-- For a nondegenerate proposal, acceptance at most 1 on the proposed steps and `τ ≠ 0`, the
effective time step equals the nominal one exactly when every nonzero step of nonzero probability is
accepted with certainty. -/
theorem tauEff_eq_iff (P : Proposal E) (A : E → ℝ) (hA : ∀ d ∈ P.steps, A d ≤ 1)
    (hne : IsNondegenerate P) {τ : ℝ} (hτ : τ ≠ 0) :
    tauEff P A τ = τ ↔ ∀ d ∈ P.steps, P.prob d ≠ 0 → d ≠ 0 → A d = 1 := by
  have hp : proposedSq P ≠ 0 := (proposedSq_pos P hne).ne'
  -- the rejected part of the mean squared displacement
  have hs : ∑ d ∈ P.steps, P.prob d * (1 - A d) * ‖d‖ ^ 2
      = proposedSq P - acceptedSq P A := by
    unfold proposedSq acceptedSq
    rw [← Finset.sum_sub_distrib]
    exact Finset.sum_congr rfl fun d _ => by ring
  have h1 : tauEff P A τ = τ ↔ ∑ d ∈ P.steps, P.prob d * (1 - A d) * ‖d‖ ^ 2 = 0 := by
    rw [hs, tauEff]
    constructor
    · intro h
      have h2 : acceptedSq P A / proposedSq P = 1 :=
        mul_left_cancel₀ hτ (by rw [h, mul_one])
      rw [div_eq_one_iff_eq hp] at h2
      linarith
    · intro h
      have h2 : acceptedSq P A = proposedSq P := by linarith
      rw [h2, div_self hp, mul_one]
  rw [h1, Finset.sum_eq_zero_iff_of_nonneg fun d hd =>
    mul_nonneg (mul_nonneg (P.nonneg d hd) (sub_nonneg.mpr (hA d hd))) (sq_nonneg _)]
  constructor
  · intro h d hd hq h0
    rcases mul_eq_zero.mp (h d hd) with h4 | h4
    · rcases mul_eq_zero.mp h4 with h5 | h5
      · exact absurd h5 hq
      · linarith
    · exact absurd h4 (pow_ne_zero 2 (norm_ne_zero_iff.mpr h0))
  · intro h d hd
    by_cases hq : P.prob d = 0
    · simp [hq]
    · by_cases h0 : d = 0
      · simp [h0]
      · rw [h d hd hq h0]
        ring

/-- A sum over the four steps `±1, ±2` written out. -/
theorem sum_four (f : ℝ → ℝ) :
    ∑ d ∈ ({1, -1, 2, -2} : Finset ℝ), f d = f 1 + f (-1) + f 2 + f (-2) := by
  have h1 : (1 : ℝ) ∉ ({-1, 2, -2} : Finset ℝ) := by norm_num
  have h2 : (-1 : ℝ) ∉ ({2, -2} : Finset ℝ) := by norm_num
  have h3 : (2 : ℝ) ∉ ({-2} : Finset ℝ) := by norm_num
  rw [Finset.sum_insert h1, Finset.sum_insert h2, Finset.sum_insert h3, Finset.sum_singleton]
  ring

/-- The steps `±1, ±2` on the line, proposed with equal probability. -/
def fourStep : Proposal ℝ where
  steps := {1, -1, 2, -2}
  prob := fun _ => 1 / 4
  nonneg := fun _ _ => by norm_num
  sum_one := by rw [sum_four]; norm_num

/-- An even acceptance that is 1 for the steps `±1` and 1/4 for the steps `±2`. -/
def fourAcc (d : ℝ) : ℝ := (5 - d ^ 2) / 4

/-- The four-step proposal is symmetric and nondegenerate, with even acceptance between 0 and 1;
its effective time step is `2 τ / 5`, while its mean acceptance is `5 / 8`. -/
theorem fourStep_witness (τ : ℝ) :
    IsSymmetric fourStep ∧ IsNondegenerate fourStep ∧ (∀ d, fourAcc (-d) = fourAcc d) ∧
      (∀ d ∈ fourStep.steps, 0 ≤ fourAcc d ∧ fourAcc d ≤ 1) ∧
      tauEff fourStep fourAcc τ = 2 / 5 * τ ∧
      ∑ d ∈ fourStep.steps, fourStep.prob d * fourAcc d = 5 / 8 := by
  refine ⟨?_, ⟨1, by simp [fourStep], by norm_num [fourStep], by norm_num⟩, ?_, ?_, ?_, ?_⟩
  · intro d hd
    simp only [fourStep, Finset.mem_insert, Finset.mem_singleton] at hd ⊢
    rcases hd with rfl | rfl | rfl | rfl <;> norm_num
  · intro d
    unfold fourAcc
    ring
  · intro d hd
    simp only [fourStep, Finset.mem_insert, Finset.mem_singleton] at hd
    rcases hd with rfl | rfl | rfl | rfl <;> norm_num [fourAcc]
  · simp only [tauEff, acceptedSq, proposedSq, fourStep, sum_four, fourAcc,
      Real.norm_eq_abs, sq_abs]
    ring
  · simp only [fourStep, sum_four, fourAcc]
    norm_num

end

end EffectiveTimeStep
```

```lean
#print axioms EffectiveTimeStep.msd_eq_iff_tauEff
#print axioms EffectiveTimeStep.tauEff_mem_Icc
#print axioms EffectiveTimeStep.tauEff_eq_iff
```

```
'EffectiveTimeStep.msd_eq_iff_tauEff' depends on axioms: [propext, Classical.choice, Quot.sound]
'EffectiveTimeStep.tauEff_mem_Icc' depends on axioms: [propext, Classical.choice, Quot.sound]
'EffectiveTimeStep.tauEff_eq_iff' depends on axioms: [propext, Classical.choice, Quot.sound]
```

## What the theorems say about the walker

A `Proposal E` consists of a finite set `steps` and a function `prob`, nonnegative on that set and summing to one there. `IsSymmetric` says that the opposite of each listed step is also listed, with the same probability. `IsNondegenerate` says that the distribution is not concentrated at zero. The acceptance is a function `A : E → ℝ`.

The operator \(T\) is `stepMean P A`, and `msd` evaluates its \(n\)-th iterate at the starting point. Independence is thus encoded by applying the same operator repeatedly; the file constructs no space of random trajectories. The averages \(b,a,p\) are `drift`, `acceptedSq` and `proposedSq`, and `tauEff` is \(\tau a/p\).

The first claim is `msd_eq_of_symmetric`, valid for every natural number \(n\) and every starting point. The second is `msd_eq_iff_tauEff`: under the stated symmetry and nondegeneracy, with \(n\ne0\) and \(\tau\ne0\), a real number \(t\) satisfies the rescaled diffusion law if and only if it is `tauEff P A τ`. These identities are algebraic and do not require \(0\le A\le1\), although reading \(A\) as a probability does. On the proposed steps, `tauEff_mem_Icc` assumes both bounds and `tauEff_eq_iff` only \(A\le1\); neither needs symmetry.

The number \(\tau\) enters only as a nominal label for the duration of a move; no relation between \(\tau\) and the width of \(q\) is assumed. Since `steps` is finite, a Gaussian proposal is not covered. The strongest idealisation is that \(A\) depends on the displacement alone. A Metropolis acceptance for a non-uniform trial density also depends on the current position, so successive accepted displacements are then correlated in general.

In diffusion Monte Carlo, an effective time step of this form can replace \(\tau\) in the branching weights to account for rejected moves; the theorems justify the ratio for the diffusion of a walker with a symmetric proposal and an even, position-independent acceptance, without branching or a guiding drift. They give no bound on the time-step error of an energy.

## How the proof follows the calculation

`stepMean_quadratic` is the action of \(T\) on a quadratic observable. It writes \(y+d-x\) as \((y-x)+d\), expands the square with `norm_add_sq_real`, and splits the sum over steps. The normalisation `P.sum_one` restores the old value of the observable, and the auxiliary statement `hin` collects the inner products with \(d\) into inner products with the drift.

`msd_eq_diffusion_add_drift` carries out the induction. The "diffusive part" in its docstring is the term \(na\), named for its linear growth in \(n\); the mean squared spread about the mean displacement is \(n(a-|b|^2)\), which equals \(na\) for \(n\ge1\) only without drift. Its statement `key` concerns the whole function of \(y\), not just its value at \(x\), because the next application of \(T\) needs the values at neighbouring points. `Function.iterate_succ_apply'` exposes that last application, the quadratic lemma evaluates it, and `ring` checks the coefficients. Setting \(y=x\) then removes the square and the linear term.

In `drift_eq_zero`, `Finset.sum_nbij'` performs the substitution \(d\to-d\), with negation as its own inverse. This yields \(b=-b\), and the final `linear_combination` takes half of that equation to obtain \(b=0\). `msd_eq_of_symmetric` inserts this into the general formula.

`proposedSq_pos` finds one strictly positive term in a sum of nonnegative ones. With \(p\neq0\) available, `msd_eq_iff_tauEff` cancels \(n\) in one direction and substitutes the definition of `tauEff` in the other.

`tauEff_mem_Icc` compares \(a\) and \(p\) term by term. `tauEff_eq_iff` first turns \(\tau_{\rm eff}=\tau\) into the vanishing of the rejected part \(p-a\), then uses `Finset.sum_eq_zero_iff_of_nonneg` to make each term vanish separately. In a term with \(q(d)\ne0\) and \(d\ne0\), the only factor left to vanish is \(1-A(d)\).

For the example, `sum_four` writes out a sum over the four steps, and `fourStep_witness` verifies the symmetry, the nondegeneracy, the bounds on the acceptance and the two values \(2\tau/5\) and \(5/8\).
